# At fixed volume fraction, interpolated geometric–Rayleigh scattering peaks at one inclusion radius per phonon wavenumber

Spherical inclusions in a crystal scatter phonons, which can lower its thermal conductivity. At fixed volume fraction f, smaller spheres are more numerous, but each scatters long waves weakly. Which radius R scatters phonons of wavenumber k most strongly?

## The peak rate and its radius

Interpolating between the geometric and Rayleigh cross sections gives the scattering rate

Γ(R) = 1/(aR + b/(k⁴R³)), with a, b, k, R > 0.

Its unique maximum over R is at

R₀ = (3b/a)^(1/4)/k, where Γ(R₀) = 3/(4aR₀).

## Use in a relaxation-time code

A conductivity code that uses this rate for independent spheres of a single size can compare a radius scan at fixed k and fixed volume fraction with R₀ and the peak value. Minimising the conductivity itself, which sums over wavenumbers, is a different problem.

For a = 1, b = 16/3 and k = 1, R₀ = 2 and the peak is 3/8 = 0.375. At R = 1 the rate is 3/19 ≈ 0.158, and at R = 4 it is 12/49 ≈ 0.245. Doubling k moves the optimum to R₀ = 1.

## From cross sections to the optimum

The geometric cross section is gR² and the Rayleigh one is ck⁴R⁶. The constant g holds the shape factor of the large-sphere limit; c holds the contrast in density and stiffness between sphere and host. Adding reciprocals lets the smaller cross section dominate:

1/σ = 1/(gR²) + 1/(ck⁴R⁶).

The number density is n = f/(4πR³/3), and phonons of speed v scatter at the rate Γ = nvσ. Hence

1/Γ = (4πR³/(3fv)) · (1/(gR²) + 1/(ck⁴R⁶)) = aR + b/(k⁴R³),

a = 4π/(3fvg), b = 4π/(3fvc).

The definition of R₀ gives a(kR₀)⁴ = 3b, so b/k⁴ = aR₀⁴/3. Therefore

1/Γ(R) − 4aR₀/3 = a(3R⁴ − 4R₀R³ + R₀⁴)/(3R³)
= a(R − R₀)²(3R² + 2RR₀ + R₀²)/(3R³).

The right side is zero at R = R₀ and positive at every other R > 0. The inverse rate thus has its unique minimum, 4aR₀/3, at R₀, and taking reciprocals gives the peak.

If one radius R is optimal for both k₁ and k₂, then Rk₁ = (3b/a)^(1/4) = Rk₂, so k₁ = k₂.

For the inclusions b/a = g/c, so R₀ = (3g/c)^(1/4)/k, independent of f and v. The ratio of Rayleigh to geometric cross section there is ck⁴R₀⁴/g = 3.

## The Lean file

```lean
import Mathlib

open Real

namespace OptimalInclusionRadius

noncomputable section

/-- Geometric cross section `g R²` of a particle of radius `R`. -/
def geometricCrossSection (g R : ℝ) : ℝ := g * R ^ 2

/-- Rayleigh cross section `c k⁴ R⁶` of a particle of radius `R` for phonon wavenumber `k`. -/
def rayleighCrossSection (c k R : ℝ) : ℝ := c * k ^ 4 * R ^ 6

/-- Interpolated cross section: the reciprocals of the geometric and Rayleigh cross sections
add. The domain is `g, c, k, R > 0`. -/
def interpolatedCrossSection (g c k R : ℝ) : ℝ :=
  1 / (1 / geometricCrossSection g R + 1 / rayleighCrossSection c k R)

/-- Number of spheres of radius `R > 0` per unit volume when they fill the volume fraction `f`. -/
def numberDensity (f R : ℝ) : ℝ := f / (4 / 3 * π * R ^ 3)

/-- Scattering rate of phonons of speed `v` and wavenumber `k` by spherical inclusions:
number density times speed times interpolated cross section, for `g, c, k, R > 0`. -/
def inclusionRate (f v g c k R : ℝ) : ℝ :=
  numberDensity f R * v * interpolatedCrossSection g c k R

/-- The scattering rate `1 / (a R + b / (k⁴ R³))` as a function of wavenumber and radius,
for `a, b, k, R > 0`. -/
def interpRate (a b k R : ℝ) : ℝ := 1 / (a * R + b / (k ^ 4 * R ^ 3))

/-- The radius `(3b/a)^(1/4) / k`, for `a, b, k > 0`. -/
def optimalRadius (a b k : ℝ) : ℝ := (3 * b / a) ^ (1 / 4 : ℝ) / k

/-- At volume fraction `f`, the rate built from the interpolated cross section has the form
`1 / (a R + b / (k⁴ R³))` with `a = 4π/(3fvg)` and `b = 4π/(3fvc)`, all parameters being
positive. -/
theorem inclusionRate_eq {f v g c k R : ℝ} (hf : 0 < f) (hv : 0 < v) (hg : 0 < g)
    (hc : 0 < c) (hk : 0 < k) (hR : 0 < R) :
    inclusionRate f v g c k R =
      interpRate (4 * π / (3 * f * v * g)) (4 * π / (3 * f * v * c)) k R := by
  have hπ := Real.pi_pos
  unfold inclusionRate numberDensity interpolatedCrossSection geometricCrossSection
    rayleighCrossSection interpRate
  have hS : 0 < 1 / (g * R ^ 2) + 1 / (c * k ^ 4 * R ^ 6) := by positivity
  -- the inverse rate is the inverse cross section times the volume of one sphere over `f v`
  have h : 4 * π / (3 * f * v * g) * R + 4 * π / (3 * f * v * c) / (k ^ 4 * R ^ 3) =
      (1 / (g * R ^ 2) + 1 / (c * k ^ 4 * R ^ 6)) * (4 / 3 * π * R ^ 3 / (f * v)) := by
    field_simp
  rw [h]
  generalize 1 / (g * R ^ 2) + 1 / (c * k ^ 4 * R ^ 6) = S at hS ⊢
  field_simp

/-- For positive `a, b, k`, the radius `R₀ = optimalRadius a b k` satisfies
`a (k R₀)⁴ = 3b`. -/
theorem optimalRadius_balance {a b k : ℝ} (ha : 0 < a) (hb : 0 < b) (hk : 0 < k) :
    a * (k * optimalRadius a b k) ^ 4 = 3 * b := by
  have h : ((3 * b / a) ^ (1 / 4 : ℝ)) ^ 4 = 3 * b / a := by
    rw [← Real.rpow_natCast, ← Real.rpow_mul (by positivity)]
    norm_num
  have h2 : k * optimalRadius a b k = (3 * b / a) ^ (1 / 4 : ℝ) := by
    rw [mul_comm k]
    exact (eq_div_iff hk.ne').mp rfl
  rw [h2, h]
  field_simp

/-- If `a (k R₀)⁴ = 3b`, the inverse rate at a radius `R ≠ 0` differs from `4aR₀/3` by an
explicit multiple of `(R - R₀)²`, for wavenumber `k ≠ 0`. -/
theorem inverse_rate_gap {a b k R R₀ : ℝ} (hk : k ≠ 0) (hR : R ≠ 0)
    (h : a * (k * R₀) ^ 4 = 3 * b) :
    a * R + b / (k ^ 4 * R ^ 3) - 4 * a * R₀ / 3 =
      a * (R - R₀) ^ 2 * (3 * R ^ 2 + 2 * R * R₀ + R₀ ^ 2) / (3 * R ^ 3) := by
  have hb : b = a * (k * R₀) ^ 4 / 3 := by linarith
  rw [hb]
  field_simp
  ring

/-- For positive `a, b, k`, the scattering rate takes the value `3/(4aR₀)` at the positive
radius `R₀ = (3b/a)^(1/4)/k`, and it is strictly smaller at every other positive radius. -/
theorem interpRate_unique_max {a b k : ℝ} (ha : 0 < a) (hb : 0 < b) (hk : 0 < k) :
    0 < optimalRadius a b k ∧
    interpRate a b k (optimalRadius a b k) = 3 / (4 * a * optimalRadius a b k) ∧
    ∀ R, 0 < R → R ≠ optimalRadius a b k →
      interpRate a b k R < interpRate a b k (optimalRadius a b k) := by
  have h4 := optimalRadius_balance ha hb hk
  have h0 : 0 < optimalRadius a b k := by
    unfold optimalRadius
    positivity
  generalize optimalRadius a b k = R₀ at h4 h0 ⊢
  -- the inverse rate at the optimum
  have e : a * R₀ + b / (k ^ 4 * R₀ ^ 3) = 4 * a * R₀ / 3 := by
    have e1 := inverse_rate_gap hk.ne' h0.ne' h4
    have z : a * (R₀ - R₀) ^ 2 * (3 * R₀ ^ 2 + 2 * R₀ * R₀ + R₀ ^ 2) / (3 * R₀ ^ 3) = 0 := by
      simp
    linarith
  refine ⟨h0, ?_, fun R hR hne => ?_⟩
  · unfold interpRate
    rw [e]
    field_simp
  · -- away from the optimum the gap is strictly positive
    have hsq : 0 < (R - R₀) ^ 2 :=
      lt_of_le_of_ne (sq_nonneg _) (Ne.symm (pow_ne_zero 2 (sub_ne_zero.mpr hne)))
    have hgap : 0 < a * (R - R₀) ^ 2 * (3 * R ^ 2 + 2 * R * R₀ + R₀ ^ 2) / (3 * R ^ 3) :=
      div_pos (mul_pos (mul_pos ha hsq) (by positivity)) (by positivity)
    have e2 := inverse_rate_gap hk.ne' hR.ne' h4
    unfold interpRate
    apply one_div_lt_one_div_of_lt
    · positivity
    · linarith

/-- For positive `a, b`, if one positive radius maximises the scattering rate for two positive
wavenumbers, then the two wavenumbers are equal. -/
theorem wavenumber_eq_of_common_optimum {a b k₁ k₂ R : ℝ} (ha : 0 < a) (hb : 0 < b)
    (hk₁ : 0 < k₁) (hk₂ : 0 < k₂) (hR : 0 < R)
    (h₁ : ∀ S, 0 < S → interpRate a b k₁ S ≤ interpRate a b k₁ R)
    (h₂ : ∀ S, 0 < S → interpRate a b k₂ S ≤ interpRate a b k₂ R) : k₁ = k₂ := by
  -- a maximiser is the optimal radius, so `R k` is the same number for both wavenumbers
  have key : ∀ k, 0 < k → (∀ S, 0 < S → interpRate a b k S ≤ interpRate a b k R) →
      R * k = (3 * b / a) ^ (1 / 4 : ℝ) := by
    intro k hk h
    obtain ⟨h0, -, hmax⟩ := interpRate_unique_max ha hb hk
    have hopt : R = optimalRadius a b k := by
      by_contra hne
      exact not_lt_of_ge (h _ h0) (hmax R hR hne)
    exact (eq_div_iff hk.ne').mp hopt
  exact mul_left_cancel₀ hR.ne' ((key k₁ hk₁ h₁).trans (key k₂ hk₂ h₂).symm)

/-- For spherical inclusions at fixed volume fraction, with all parameters positive, the
scattering rate is strictly largest at `R₀ = (3g/c)^(1/4)/k`, where the Rayleigh cross section
is three times the geometric one. -/
theorem inclusionRate_unique_max {f v g c k R₀ : ℝ} (hf : 0 < f) (hv : 0 < v) (hg : 0 < g)
    (hc : 0 < c) (hk : 0 < k) (hR₀ : R₀ = (3 * g / c) ^ (1 / 4 : ℝ) / k) :
    rayleighCrossSection c k R₀ = 3 * geometricCrossSection g R₀ ∧
    ∀ R, 0 < R → R ≠ R₀ → inclusionRate f v g c k R < inclusionRate f v g c k R₀ := by
  have hπ := Real.pi_pos
  constructor
  · have h4 : c * (k * R₀) ^ 4 = 3 * g := by
      rw [hR₀]
      exact optimalRadius_balance hc hg hk
    unfold rayleighCrossSection geometricCrossSection
    linear_combination R₀ ^ 2 * h4
  · -- volume fraction and speed cancel in the ratio `b / a`
    have hratio : 3 * (4 * π / (3 * f * v * c)) / (4 * π / (3 * f * v * g)) = 3 * g / c := by
      field_simp
    have hopt : optimalRadius (4 * π / (3 * f * v * g)) (4 * π / (3 * f * v * c)) k = R₀ := by
      unfold optimalRadius
      rw [hratio, hR₀]
    obtain ⟨h0, -, hmax⟩ := interpRate_unique_max
      (a := 4 * π / (3 * f * v * g)) (b := 4 * π / (3 * f * v * c))
      (by positivity) (by positivity) hk
    rw [hopt] at h0 hmax
    intro R hR hne
    rw [inclusionRate_eq hf hv hg hc hk hR, inclusionRate_eq hf hv hg hc hk h0]
    exact hmax R hR hne

end

end OptimalInclusionRadius
```

```lean
#print axioms OptimalInclusionRadius.wavenumber_eq_of_common_optimum
-- 'OptimalInclusionRadius.wavenumber_eq_of_common_optimum' depends on axioms: [propext, Classical.choice, Quot.sound]
#print axioms OptimalInclusionRadius.inclusionRate_unique_max
-- 'OptimalInclusionRadius.inclusionRate_unique_max' depends on axioms: [propext, Classical.choice, Quot.sound]
```

## What the theorems say, and for which model

All quantities are real numbers without units. `interpRate a b k R` is Γ(R), and `optimalRadius a b k` is R₀. `interpRate_unique_max` states that R₀ is positive, gives the peak value, and says that every other positive radius has a strictly smaller rate. `wavenumber_eq_of_common_optimum` takes one radius that maximises the rate for two wavenumbers with the same a and b, and concludes that the wavenumbers are equal. `inclusionRate_unique_max` gives the optimum and the factor of three for the inclusions.

The reciprocal interpolation and Γ = nvσ enter as definitions. The model leaves out multiple scattering, a spread of radii and resonances in the cross section.

In `interpRate_unique_max` the condition b > 0 can't be relaxed to b ≥ 0: with a = k = 1 and b = 0 the rate is 1/R, which grows without bound as R shrinks and has no maximum.

## How the lemmas carry the argument

- `inclusionRate_eq` factors the inverse rate into inverse cross section times 4πR³/(3fv), as above.
- `optimalRadius_balance` raises the fourth root to the fourth power.
- `inverse_rate_gap` substitutes for b, clears denominators with `field_simp` and checks the factorisation with `ring`.
- `interpRate_unique_max` sets R = R₀ in that identity for the peak value. For R ≠ R₀ it shows that the gap is positive, and `one_div_lt_one_div_of_lt` reverses the inequality.
- `wavenumber_eq_of_common_optimum` shows that any maximiser equals R₀, then cancels R.
- `inclusionRate_unique_max` applies the balance lemma with c and g in place of a and b to get the factor of three. It then cancels f and v in b/a and transfers the maximum.
